# Recovering a fixed nonzero fraction of a mode's displacement energy takes a Fock cutoff of at least order (g/w)²

## A mode cut at N quanta

The infinite oscillator is replaced here by matrices on the N + 1 number states n = 0, …, N. The lowering matrix b has the entry √n from n to n − 1, the number matrix n̂ is diagonal, and the Hamiltonian is

H = w n̂ + g(b + bᵀ),

with quantum w and linear coupling g in the same energy units, and without zero-point energy. For the uncut mode, completing the square gives the ground energy −g²/w; its magnitude g²/w is the displacement energy, which serves below as the reference value. The infinite mode itself is not formalised.

For a single linearly displaced mode, the result limits how small a basis of undisplaced phonon or photon number states 0 to N can be if it is to recover a given nonzero fraction of the displacement energy. It does not apply to other bases, such as displaced number states.

## Bounds on the levels

**Energy and occupation.** The entry (i, j) of bᵀb is Σₖ bₖᵢbₖⱼ. A term survives only if k + 1 = i = j, and it then equals i. Hence bᵀb = n̂, even after the cut.

Let v be a real unit vector with mean occupation n̄ = v·n̂v = |bv|². Since v·bᵀv = v·bv, and |v·bv| ≤ √n̄ by Cauchy-Schwarz,

v·Hv = w n̄ + 2g v·bv ≥ w n̄ − 2g√n̄  (g ≥ 0).

For a normalised eigenvector the left side is its level E. With t = √n̄, and n̄ ≤ N,

E ≥ w t² − 2g t for some t with 0 ≤ t ≤ √N.

Dropping w t² ≥ 0 gives E ≥ −2g√N.

**Missing energy.** Suppose w√N ≤ g. Then

(w t² − 2g t) − (wN − 2g√N) = (√N − t)(2g − w(√N + t)) ≥ 0,

and therefore

E ≥ wN − 2g√N = −g²/w + (g − w√N)²/w.

**Required cutoff.** Let δ² be the tolerated missing fraction, 0 < δ ≤ 1, so that E ≤ −(1 − δ²)g²/w. If w√N ≤ g, the previous bound gives (g − w√N)² ≤ δ²g², so w√N ≥ (1 − δ)g. If w√N > g, this holds at once. Dividing by w and squaring,

N ≥ (1 − δ)²(g/w)².

**Negative ground energy.** Let N ≥ 1, g > 0 and x = (w − √(w² + 4g²))/2, so that x² = wx + g² and x < 0. The state (g|0⟩ + x|1⟩)/√(g² + x²) has mean energy

(2g²x + wx²)/(g² + x²) = x(2g² + wx)/(g² + x²) = x.

By the variational principle the ground energy is at most x, hence negative. At N = 0 the only level is 0.

## What the theorems say

`levels w g N` is the set of real E for which H has a nonzero real eigenvector, and `IsLeast (levels w g N) E` says that E is the ground energy. The index type `Fin (N + 1)` holds the states 0 to N.

`cutoff_necessary` takes w > 0, g ≥ 0 and any level E satisfying `hres`, the accuracy demand above, and concludes the bound on N. The condition is necessary; whether a cutoff of that size suffices is left open. `ground_energy_window` gives −2g√N ≤ E ≤ x and E < 0 for the ground energy E when w, g > 0 and N ≥ 1.

## The Lean file

```lean
import Mathlib

open Matrix

namespace FockCutoff

noncomputable section

/-- The lowering matrix of a mode truncated to `n = 0, ..., N`, with entries `√n` from `n` to
`n - 1`. -/
def lowering (N : ℕ) : Matrix (Fin (N + 1)) (Fin (N + 1)) ℝ :=
  Matrix.of fun m n => if (m : ℕ) + 1 = (n : ℕ) then √((n : ℕ) : ℝ) else 0

/-- The occupation number matrix of the truncated mode. -/
def number (N : ℕ) : Matrix (Fin (N + 1)) (Fin (N + 1)) ℝ :=
  Matrix.diagonal fun n => ((n : ℕ) : ℝ)

/-- The truncated displaced mode: quantum `w` and linear coupling `g`. -/
def hamiltonian (w g : ℝ) (N : ℕ) : Matrix (Fin (N + 1)) (Fin (N + 1)) ℝ :=
  w • number N + g • (lowering N + (lowering N)ᵀ)

/-- The energy levels of the truncated mode: the real eigenvalues of its Hamiltonian. -/
def levels (w g : ℝ) (N : ℕ) : Set ℝ :=
  {E | ∃ v : Fin (N + 1) → ℝ, v ≠ 0 ∧ hamiltonian w g N *ᵥ v = E • v}

/-- Raising after lowering counts the quanta, also in the truncated space. -/
theorem lowering_transpose_mul (N : ℕ) : (lowering N)ᵀ * lowering N = number N := by
  ext i j
  rw [Matrix.mul_apply]
  simp only [Matrix.transpose_apply, lowering, Matrix.of_apply, number, Matrix.diagonal_apply]
  by_cases h : i = j
  · subst h
    rw [if_pos rfl]
    rcases Nat.eq_zero_or_pos (i : ℕ) with h0 | h0
    · rw [h0, Nat.cast_zero]
      exact Finset.sum_eq_zero fun k _ => by simp
    · -- only the state with one quantum less contributes
      have hlt : (i : ℕ) - 1 < N + 1 := by have := i.isLt; omega
      rw [Finset.sum_eq_single (⟨(i : ℕ) - 1, hlt⟩ : Fin (N + 1))]
      · have hk : ((⟨(i : ℕ) - 1, hlt⟩ : Fin (N + 1)) : ℕ) + 1 = (i : ℕ) :=
          Nat.sub_add_cancel h0
        rw [if_pos hk]
        exact Real.mul_self_sqrt (Nat.cast_nonneg _)
      · intro k _ hk
        have h1 : ¬ (k : ℕ) + 1 = (i : ℕ) := fun h =>
          hk (Fin.ext (by show (k : ℕ) = (i : ℕ) - 1; omega))
        rw [if_neg h1, zero_mul]
      · intro h
        exact absurd (Finset.mem_univ _) h
  · rw [if_neg h]
    apply Finset.sum_eq_zero
    intro k _
    by_cases h1 : (k : ℕ) + 1 = (i : ℕ)
    · have h2 : ¬ (k : ℕ) + 1 = (j : ℕ) := fun h2 => h (Fin.ext (by omega))
      rw [if_neg h2, mul_zero]
    · rw [if_neg h1, zero_mul]

/-- For `g ≥ 0`, a normalised real state with mean occupation `n̄` has mean energy at least
`w n̄ - 2 g √n̄`. -/
theorem mean_energy_ge {w g : ℝ} (hg : 0 ≤ g) {N : ℕ} (v : Fin (N + 1) → ℝ)
    (hv : v ⬝ᵥ v = 1) :
    w * (v ⬝ᵥ number N *ᵥ v) - 2 * g * √(v ⬝ᵥ number N *ᵥ v)
      ≤ v ⬝ᵥ hamiltonian w g N *ᵥ v := by
  have hT : v ⬝ᵥ (lowering N)ᵀ *ᵥ v = v ⬝ᵥ lowering N *ᵥ v := by
    rw [Matrix.mulVec_transpose, dotProduct_comm, ← Matrix.dotProduct_mulVec]
  have hn : v ⬝ᵥ number N *ᵥ v = (lowering N *ᵥ v) ⬝ᵥ (lowering N *ᵥ v) := by
    rw [← lowering_transpose_mul, ← Matrix.mulVec_mulVec,
      Matrix.dotProduct_mulVec v (lowering N)ᵀ, Matrix.vecMul_transpose]
  -- Cauchy-Schwarz bounds the coupling by the mean occupation
  have hCS : (v ⬝ᵥ lowering N *ᵥ v) ^ 2
      ≤ (v ⬝ᵥ v) * ((lowering N *ᵥ v) ⬝ᵥ (lowering N *ᵥ v)) := by
    simpa only [dotProduct, pow_two] using
      Finset.sum_mul_sq_le_sq_mul_sq Finset.univ v (lowering N *ᵥ v)
  rw [hv, one_mul, ← hn] at hCS
  have h1 := mul_le_mul_of_nonneg_left (abs_le.mp (Real.abs_le_sqrt hCS)).1 hg
  have hH : v ⬝ᵥ hamiltonian w g N *ᵥ v
      = w * (v ⬝ᵥ number N *ᵥ v) + 2 * g * (v ⬝ᵥ lowering N *ᵥ v) := by
    simp only [hamiltonian, Matrix.add_mulVec, Matrix.smul_mulVec, dotProduct_add,
      dotProduct_smul, smul_eq_mul, hT]
    ring
  rw [hH]
  linarith

/-- For `g ≥ 0`, every level is at least the value of the parabola `w t² - 2 g t` at some amplitude
`t` between `0` and `√N`. -/
theorem level_ge_parabola {w g E : ℝ} (hg : 0 ≤ g) {N : ℕ} (hE : E ∈ levels w g N) :
    ∃ t : ℝ, 0 ≤ t ∧ t ≤ √(N : ℝ) ∧ w * t ^ 2 - 2 * g * t ≤ E := by
  obtain ⟨v, hv0, hv⟩ := hE
  have hpos : 0 < v ⬝ᵥ v :=
    lt_of_le_of_ne (Finset.sum_nonneg fun i _ => mul_self_nonneg (v i))
      (fun h => hv0 (dotProduct_self_eq_zero.mp h.symm))
  obtain ⟨r, hr, hS⟩ : ∃ r : ℝ, r ≠ 0 ∧ v ⬝ᵥ v = r * r :=
    ⟨√(v ⬝ᵥ v), (Real.sqrt_pos.2 hpos).ne', (Real.mul_self_sqrt hpos.le).symm⟩
  -- normalise the eigenvector
  have hu : (r⁻¹ • v) ⬝ᵥ (r⁻¹ • v) = 1 := by
    simp only [smul_dotProduct, dotProduct_smul, smul_eq_mul, hS]
    field_simp
  have hEu : (r⁻¹ • v) ⬝ᵥ hamiltonian w g N *ᵥ (r⁻¹ • v) = E := by
    rw [Matrix.mulVec_smul, hv]
    simp only [smul_dotProduct, dotProduct_smul, smul_eq_mul, hS]
    field_simp
  generalize r⁻¹ • v = u at hu hEu
  have hn0 : 0 ≤ u ⬝ᵥ number N *ᵥ u := by
    simp only [dotProduct, number, Matrix.mulVec_diagonal]
    refine Finset.sum_nonneg fun i _ => ?_
    nlinarith [mul_nonneg (Nat.cast_nonneg (α := ℝ) (i : ℕ)) (mul_self_nonneg (u i))]
  have hnN : u ⬝ᵥ number N *ᵥ u ≤ N * (u ⬝ᵥ u) := by
    simp only [dotProduct, number, Matrix.mulVec_diagonal, Finset.mul_sum]
    refine Finset.sum_le_sum fun i _ => ?_
    have hi : ((i : ℕ) : ℝ) ≤ N := by exact_mod_cast Nat.lt_succ_iff.mp i.isLt
    nlinarith [mul_le_mul_of_nonneg_right hi (mul_self_nonneg (u i))]
  rw [hu, mul_one] at hnN
  refine ⟨_, Real.sqrt_nonneg _, Real.sqrt_le_sqrt hnN, ?_⟩
  rw [Real.sq_sqrt hn0, ← hEu]
  exact mean_energy_ge hg u hu

/-- For `w > 0`, `g ≥ 0` and a cutoff with `w √N ≤ g`, every level lies above the uncut ground
energy `-g²/w` by at least `(g - w √N)²/w`. -/
theorem displacement_deficit {w g E : ℝ} (hw : 0 < w) (hg : 0 ≤ g) {N : ℕ}
    (hN : w * √(N : ℝ) ≤ g) (hE : E ∈ levels w g N) :
    -(g ^ 2 / w) + (g - w * √(N : ℝ)) ^ 2 / w ≤ E := by
  obtain ⟨t, _, htN, ht⟩ := level_ge_parabola hg hE
  have e : -(g ^ 2 / w) + (g - w * √(N : ℝ)) ^ 2 / w
      = w * √(N : ℝ) ^ 2 - 2 * g * √(N : ℝ) := by
    field_simp
    ring
  rw [e]
  -- the parabola decreases up to its minimum at `g / w`
  have h1 := mul_le_mul_of_nonneg_left htN hw.le
  have h2 : 0 ≤ 2 * g - w * (√(N : ℝ) + t) := by linarith
  nlinarith [mul_nonneg (sub_nonneg.mpr htN) h2]

/-- For `w > 0` and `g ≥ 0`, a level that recovers all but a fraction `δ²` of the displacement
energy `g²/w`, with `0 < δ ≤ 1`, requires a cutoff `N ≥ (1 - δ)² (g/w)²`. -/
theorem cutoff_necessary {w g E δ : ℝ} (hw : 0 < w) (hg : 0 ≤ g) (hδ : 0 < δ) (hδ1 : δ ≤ 1)
    {N : ℕ} (hE : E ∈ levels w g N) (hres : E ≤ -((1 - δ ^ 2) * (g ^ 2 / w))) :
    (1 - δ) ^ 2 * (g / w) ^ 2 ≤ N := by
  have key : (1 - δ) * g ≤ w * √(N : ℝ) := by
    rcases le_total (w * √(N : ℝ)) g with h | h
    · have hd := displacement_deficit hw hg h hE
      have e : (δ * g) ^ 2 / w = δ ^ 2 * (g ^ 2 / w) := by ring
      have h1 : (g - w * √(N : ℝ)) ^ 2 / w ≤ (δ * g) ^ 2 / w := by
        rw [e]
        linarith
      have h2 := (div_le_div_iff_of_pos_right hw).mp h1
      have h3 := (le_abs_self _).trans (abs_le_of_sq_le_sq h2 (mul_nonneg hδ.le hg))
      linarith
    · nlinarith [mul_nonneg hδ.le hg]
  have h1 : (1 - δ) * (g / w) ≤ √(N : ℝ) := by
    rw [← mul_div_assoc, div_le_iff₀ hw]
    linarith
  calc (1 - δ) ^ 2 * (g / w) ^ 2 = ((1 - δ) * (g / w)) ^ 2 := by ring
    _ ≤ √(N : ℝ) ^ 2 :=
        pow_le_pow_left₀ (mul_nonneg (by linarith) (div_nonneg hg hw.le)) h1 2
    _ = N := Real.sq_sqrt (Nat.cast_nonneg N)

private lemma exists_eigenvector {n : ℕ} {A : Matrix (Fin n) (Fin n) ℝ} (hA : A.IsHermitian)
    (i : Fin n) : ∃ v : Fin n → ℝ, v ≠ 0 ∧ A *ᵥ v = hA.eigenvalues i • v := by
  refine ⟨(hA.eigenvectorBasis i).ofLp, fun h0 => ?_, hA.mulVec_eigenvectorBasis i⟩
  apply hA.eigenvectorBasis.orthonormal.ne_zero i
  ext k
  exact congrFun h0 k

private lemma hamiltonian_isHermitian (w g : ℝ) (N : ℕ) : (hamiltonian w g N).IsHermitian := by
  rw [Matrix.IsHermitian, Matrix.conjTranspose_eq_transpose_of_trivial]
  simp only [hamiltonian, number, Matrix.transpose_add, Matrix.transpose_smul,
    Matrix.diagonal_transpose, Matrix.transpose_transpose]
  rw [add_comm (lowering N)ᵀ]

/-- The truncated mode has a lowest level. -/
theorem exists_ground_energy (w g : ℝ) (N : ℕ) : ∃ E, IsLeast (levels w g N) E := by
  have hfin : (levels w g N).Finite := by
    refine (Module.End.finite_hasEigenvalue (Matrix.toLin' (hamiltonian w g N))).subset ?_
    rintro E ⟨v, hv0, hv⟩
    exact Module.End.hasEigenvalue_of_hasEigenvector
      ⟨Module.End.mem_eigenspace_iff.mpr (by rw [Matrix.toLin'_apply, hv]), hv0⟩
  have hne : (levels w g N).Nonempty :=
    ⟨_, exists_eigenvector (hamiltonian_isHermitian w g N) 0⟩
  obtain ⟨E, hE, hmin⟩ := Set.exists_min_image _ id hfin hne
  exact ⟨E, hE, fun b hb => hmin b hb⟩

/-- Variational principle: for any real trial vector `v`, normalised or not, `v · H v` is at least
the ground energy times `v · v`. -/
theorem variational {w g E : ℝ} {N : ℕ} (hE : IsLeast (levels w g N) E)
    (v : Fin (N + 1) → ℝ) : E * (v ⬝ᵥ v) ≤ v ⬝ᵥ hamiltonian w g N *ᵥ v := by
  have hA : (hamiltonian w g N - E • (1 : Matrix (Fin (N + 1)) (Fin (N + 1)) ℝ)).IsHermitian :=
    (hamiltonian_isHermitian w g N).sub (by simp [Matrix.IsHermitian])
  -- the Hamiltonian shifted by its ground energy has no negative eigenvalue
  have hp := hA.posSemidef_iff_eigenvalues_nonneg.mpr (fun i => by
    obtain ⟨u, hu0, hu⟩ := exists_eigenvector hA i
    rw [Matrix.sub_mulVec, Matrix.smul_mulVec, Matrix.one_mulVec] at hu
    have hmem : hA.eigenvalues i + E ∈ levels w g N :=
      ⟨u, hu0, by rw [add_smul, ← hu, sub_add_cancel]⟩
    show (0 : ℝ) ≤ hA.eigenvalues i
    linarith [hE.2 hmem])
  have h := hp.dotProduct_mulVec_nonneg v
  rw [star_trivial, Matrix.sub_mulVec, Matrix.smul_mulVec, Matrix.one_mulVec, dotProduct_sub,
    dotProduct_smul, smul_eq_mul] at h
  linarith

/-- For `w, g > 0` and `N ≥ 1`, the ground energy is at least `-2 g √N`, at most
`(w - √(w² + 4 g²))/2`, and negative. -/
theorem ground_energy_window {w g E : ℝ} (hw : 0 < w) (hg : 0 < g) {N : ℕ} (hN : 1 ≤ N)
    (hE : IsLeast (levels w g N) E) :
    -(2 * g * √(N : ℝ)) ≤ E ∧ E ≤ (w - √(w ^ 2 + 4 * g ^ 2)) / 2 ∧ E < 0 := by
  have hlow : -(2 * g * √(N : ℝ)) ≤ E := by
    obtain ⟨t, _, htN, ht⟩ := level_ge_parabola hg.le hE.1
    nlinarith [mul_le_mul_of_nonneg_left htN hg.le, mul_nonneg hw.le (sq_nonneg t)]
  have hs : √(w ^ 2 + 4 * g ^ 2) ^ 2 = w ^ 2 + 4 * g ^ 2 := Real.sq_sqrt (by positivity)
  have hsw : w < √(w ^ 2 + 4 * g ^ 2) :=
    (Real.lt_sqrt hw.le).mpr (by nlinarith [pow_pos hg 2])
  have hup : E ≤ (w - √(w ^ 2 + 4 * g ^ 2)) / 2 := by
    obtain ⟨x, hx⟩ : ∃ x, x = (w - √(w ^ 2 + 4 * g ^ 2)) / 2 := ⟨_, rfl⟩
    have hroot : x ^ 2 = w * x + g ^ 2 := by
      rw [hx]
      linear_combination hs / 4
    rw [← hx]
    obtain ⟨M, rfl⟩ := Nat.exists_eq_add_of_le' hN
    -- trial state on the vacuum and the one-quantum state
    have hvar := variational hE (Pi.single 0 g + Pi.single 1 x)
    have hnorm : (Pi.single 0 g + Pi.single 1 x : Fin (M + 1 + 1) → ℝ) ⬝ᵥ
        (Pi.single 0 g + Pi.single 1 x) = g ^ 2 + x ^ 2 := by
      simp [dotProduct_add, pow_two]
    have hmean : (Pi.single 0 g + Pi.single 1 x : Fin (M + 1 + 1) → ℝ) ⬝ᵥ
        hamiltonian w g (M + 1) *ᵥ (Pi.single 0 g + Pi.single 1 x)
          = 2 * g ^ 2 * x + w * x ^ 2 := by
      simp [Matrix.mulVec_add, add_dotProduct, dotProduct_add, hamiltonian, number, lowering]
      ring
    rw [hnorm, hmean] at hvar
    have e : 2 * g ^ 2 * x + w * x ^ 2 = x * (g ^ 2 + x ^ 2) := by
      linear_combination (-x) * hroot
    rw [e] at hvar
    exact le_of_mul_le_mul_right hvar (by positivity)
  exact ⟨hlow, hup, by linarith⟩

end

end FockCutoff
```

```lean
#print axioms FockCutoff.cutoff_necessary
-- 'FockCutoff.cutoff_necessary' depends on axioms: [propext, Classical.choice, Quot.sound]
#print axioms FockCutoff.exists_ground_energy
-- 'FockCutoff.exists_ground_energy' depends on axioms: [propext, Classical.choice, Quot.sound]
#print axioms FockCutoff.ground_energy_window
-- 'FockCutoff.ground_energy_window' depends on axioms: [propext, Classical.choice, Quot.sound]
```

## From matrix entries to the cutoff

`lowering_transpose_mul` isolates the one surviving term with `Finset.sum_eq_single`. `mean_energy_ge` uses it to write n̄ as |bv|² and applies Cauchy-Schwarz as `hCS`. `level_ge_parabola` rescales an eigenvector by `r⁻¹` and bounds n̄ by N term by term.

In `displacement_deficit`, the closing `nlinarith` receives the product (√N − t)(2g − w(√N + t)). `cutoff_necessary` splits on whether w√N ≤ g, as above.

The proofs about the ground energy use the spectral theorem. `hamiltonian_isHermitian` supplies the symmetry of H and `exists_eigenvector` a nonzero eigenvector for each listed eigenvalue. With these, `exists_ground_energy` finds the least element of a finite, nonempty set of levels. In `variational`, every eigenvalue of H − E·1 becomes a level of H once E is added back, so none is negative; the shifted matrix is positive semidefinite, which gives E(v·v) ≤ v·Hv.

`ground_energy_window` inserts the unnormalised trial vector `Pi.single 0 g + Pi.single 1 x`. The equation `hroot` for x turns the value of v·Hv for this vector into x(g² + x²), and cancelling the positive squared norm leaves E ≤ x.
